# Phase condition for a surface state at a vacuum step in the two-wave model

The lemma concerns one electron in a crystal potential `2 V cos (G z)` that fills `z < 0` and ends at `z = 0` in a vacuum step of height `W`. It uses the two-wave model and atomic units, with energies measured from the mean crystal potential. The equations in the file correspond to a wave proportional to `exp (K z) cos (G z / 2 + d)` in the crystal, joined to a decaying exponential in the vacuum. A surface state is given here by a phase `d` strictly between −π/2 and π/2, a decay rate `K > 0` and an energy `E < W` that satisfy the two-wave equations and the matching condition at the step. For `G > 0` the lemma states that any such state has `sin d > 0`, `cos d > 0` and `8 (W - V) cos² d = G²`; it does not assert that such a state exists. The proof multiplies the matching condition by `cos d` to remove the tangent, reads off the sign of `sin d`, then squares the result and combines it with the two-wave equations.

This version doesn't compile in Lean 4 with Mathlib:

```lean
import Mathlib

open Real

namespace ShockleySurfaceState

noncomputable section

/-- A surface state of the two-wave model (atomic units): crystal potential `2 V cos (G z)`,
vacuum step of height `W` at `z = 0`, phase `d`, decay rate `K` and energy `E`. -/
structure IsSurfaceState (G V W d K E : ℝ) : Prop where
  phase_gt : -(π / 2) < d
  phase_lt : d < π / 2
  decay : 0 < K
  bound : E < W
  sin_eq : V * sin (2 * d) = -(G * K / 2)
  cos_eq : V * cos (2 * d) = E - G ^ 2 / 8 + K ^ 2 / 2
  matching : K - G / 2 * tan d = -√(2 * (W - E))

/-- In a surface state the phase has positive sine and cosine, and it is fixed by
`8 (W - V) cos² d = G²`. -/
theorem phase_relation {G V W d K E : ℝ} (hG : 0 < G) (h : IsSurfaceState G V W d K E) :
    0 < sin d ∧ 0 < cos d ∧ 8 * (W - V) * cos d ^ 2 = G ^ 2 := by
  have hc : 0 < cos d := cos_pos_of_mem_Ioo ⟨h.phase_gt, h.phase_lt⟩
  have ht : tan d * cos d = sin d := tan_mul_cos hc.ne'
  have hm : √(2 * (W - E)) * cos d = G / 2 * sin d - K * cos d := by
    linear_combination (-cos d) * h.matching + G / 2 * ht
  have hq : √(2 * (W - E)) ^ 2 = 2 * (W - E) := sq_sqrt (by linarith [h.bound])
  have hs : 0 < sin d := by
    have h0 : 0 < G / 2 * sin d := by
      have := mul_pos h.decay hc
      have := mul_nonneg (sqrt_nonneg (2 * (W - E))) hc.le
      linarith
    exact (mul_pos_iff_of_pos_left (half_pos hG)).1 h0
  have e1 : 2 * (W - E) * cos d ^ 2 = (G / 2 * sin d - K * cos d) ^ 2 := by
    rw [← hm, mul_pow, hq]
  have es := h.sin_eq
  have ec := h.cos_eq
  rw [sin_two_mul] at es
  rw [cos_two_mul] at ec
  refine ⟨hs, hc, ?_⟩
  linear_combination 4 * e1 - 8 * cos d ^ 2 * ec - 8 * sin d * cos d * es
    + (G ^ 2 + 16 * V * cos d ^ 2) * sin_sq_add_cos_sq d

end

end ShockleySurfaceState
```

Messages:

```
Main.lean:27:4: error: ring failed, ring expressions not equal
G V W d K E : ℝ
hG : 0 < G
h : IsSurfaceState G V W d K E
hc : 0 < cos d
ht : tan d * cos d = sin d
⊢ √(2 * (W - E)) * cos d * 2 - cos d * G * tan d + cos d * K * 2 = 0
```

As a diff, the version that Lean accepts:

```diff
@@ -25,5 +25,5 @@
   have ht : tan d * cos d = sin d := tan_mul_cos hc.ne'
   have hm : √(2 * (W - E)) * cos d = G / 2 * sin d - K * cos d := by
-    linear_combination (-cos d) * h.matching + G / 2 * ht
+    linear_combination cos d * h.matching + G / 2 * ht
   have hq : √(2 * (W - E)) ^ 2 = 2 * (W - E) := sq_sqrt (by linarith [h.bound])
   have hs : 0 < sin d := by
```

What went wrong. The error lies in the proof of `hm`, the matching condition multiplied by `cos d`. `linear_combination` subtracts the given combination of hypotheses from the goal, left side minus right side in each, and asks `ring1` to show that what remains is zero. Here `h.matching` has `K - G / 2 * tan d` on the left and minus the square root on the right. Moved to the left, the root has a plus sign, as it has in the goal, so the coefficient must be `cos d`. With `-cos d` the terms add instead of cancelling, and the remainder in the message is exactly `2 * cos d` times the matching condition with all its terms on the left. That remainder does vanish by `h.matching`, but `ring1` proves only identities and does not use hypotheses.

The diff changes the coefficient to `cos d`. The root and the `K` terms then cancel, and `G / 2 * ht`, which was already right, replaces `tan d * cos d` by `sin d`.
